# Particle-number mean and variance in a Bogoliubov quasiparticle vacuum

The quasiparticle operators b_k are modelled as bounded operators on a complex Hilbert space, labelled by a finite set of modes, and the only anticommutation relation assumed for them is b_k b_l† + b_l† b_k = δ_kl. For particle operators c_i = Σ_k (U_ik b_k + conj V_ik b_k†) with Bogoliubov matrices U and V, the particle number in the vacuum of the b_k then has mean tr ρ and variance 2 tr(ρ − ρ²), where ρ = conj V Vᵀ.

```lean
import Mathlib

open Matrix
open scoped ComplexOrder

namespace BogoliubovNumberFluctuation

noncomputable section

variable {ι : Type*} [Fintype ι] [DecidableEq ι]
  {E : Type*} [NormedAddCommGroup E] [InnerProductSpace ℂ E] [CompleteSpace E]

/-- The mixed canonical anticommutation relation `b_k b_l* + b_l* b_k = δ_kl`. -/
def MixedCAR (b : ι → E →L[ℂ] E) : Prop :=
  ∀ k l, b k * star (b l) + star (b l) * b k = if k = l then 1 else 0

/-- A unit vector annihilated by every quasiparticle operator `b_k`. -/
structure IsVacuum (b : ι → E →L[ℂ] E) (ψ : E) : Prop where
  unit : ‖ψ‖ = 1
  kill : ∀ k, b k ψ = 0

/-- The relations `Uᴴ U + Vᴴ V = 1` and `Uᵀ V + Vᵀ U = 0` of a Bogoliubov transformation. -/
structure IsBogoliubov (U V : Matrix ι ι ℂ) : Prop where
  norm : Uᴴ * U + Vᴴ * V = 1
  anti : Uᵀ * V + Vᵀ * U = 0

/-- The particle operator `c_i = ∑_k (U_ik b_k + conj V_ik b_k*)`. -/
def particle (U V : Matrix ι ι ℂ) (b : ι → E →L[ℂ] E) (i : ι) : E →L[ℂ] E :=
  ∑ k, (U i k • b k + star (V i k) • star (b k))

/-- The particle number `N = ∑_i c_i* c_i`. -/
def number (U V : Matrix ι ι ℂ) (b : ι → E →L[ℂ] E) : E →L[ℂ] E :=
  ∑ i, star (particle U V b i) * particle U V b i

/-- The matrix `ρ = conj V Vᵀ`. -/
def density (V : Matrix ι ι ℂ) : Matrix ι ι ℂ := V.map star * Vᵀ

/-- The matrix `A = Uᴴ conj V` of quasiparticle pair amplitudes. -/
def pairAmp (U V : Matrix ι ι ℂ) : Matrix ι ι ℂ := Uᴴ * V.map star

/-- The two-quasiparticle vector `∑_lk A_lk b_l* b_k* ψ`. -/
def pairState (b : ι → E →L[ℂ] E) (ψ : E) (A : Matrix ι ι ℂ) : E :=
  ∑ l, ∑ k, A l k • star (b l) (star (b k) ψ)

/-- The expectation value `⟨ψ, T ψ⟩`. -/
def mean (T : E →L[ℂ] E) (ψ : E) : ℂ := inner ℂ ψ (T ψ)

/-- The variance `⟨T²⟩ - ⟨T⟩²`. -/
def variance (T : E →L[ℂ] E) (ψ : E) : ℂ := mean (T * T) ψ - mean T ψ ^ 2

private lemma star_left (T : E →L[ℂ] E) (x y : E) :
    inner ℂ (star T x) y = inner ℂ x (T y) := ContinuousLinearMap.adjoint_inner_left T y x

private lemma star_right (T : E →L[ℂ] E) (x y : E) :
    inner ℂ x (star T y) = inner ℂ (T x) y := ContinuousLinearMap.adjoint_inner_right T x y

variable {b : ι → E →L[ℂ] E} {ψ : E} {U V : Matrix ι ι ℂ}

omit [Fintype ι] in
private lemma car_apply (hb : MixedCAR b) (k l : ι) (x : E) :
    b k (star (b l) x) = (if k = l then x else 0) - star (b l) (b k x) := by
  have h : b k (star (b l) x) + star (b l) (b k x)
      = (if k = l then (1 : E →L[ℂ] E) else 0) x := DFunLike.congr_fun (hb k l) x
  rw [eq_sub_iff_add_eq, h]
  split_ifs <;> rfl

omit [Fintype ι] in
private lemma create (hb : MixedCAR b) (hψ : IsVacuum b ψ) (k l : ι) :
    b k (star (b l) ψ) = if k = l then ψ else 0 := by
  rw [car_apply hb, hψ.kill, map_zero, sub_zero]

omit [Fintype ι] in
private lemma overlap (hb : MixedCAR b) (hψ : IsVacuum b ψ) (k l : ι) :
    inner ℂ (star (b k) ψ) (star (b l) ψ) = if k = l then (1 : ℂ) else 0 := by
  rw [star_left, create hb hψ]
  split_ifs
  · simp [inner_self_eq_norm_sq_to_K, hψ.unit]
  · exact inner_zero_right _

omit [DecidableEq ι] in
private lemma particle_vac (hψ : IsVacuum b ψ) (i : ι) :
    particle U V b i ψ = ∑ k, star (V i k) • star (b k) ψ := by
  simp only [particle, _root_.sum_apply, _root_.add_apply, _root_.smul_apply, hψ.kill,
    smul_zero, zero_add]

/-- In the quasiparticle vacuum, `ρ` is the one-body density matrix: `⟨c_j* c_i⟩ = ρ_ij`. -/
theorem mean_hopping (hb : MixedCAR b) (hψ : IsVacuum b ψ) (i j : ι) :
    mean (star (particle U V b j) * particle U V b i) ψ = density V i j := by
  change inner ℂ ψ (star (particle U V b j) (particle U V b i ψ)) = _
  rw [star_right, particle_vac hψ, particle_vac hψ]
  simp only [sum_inner, inner_sum, inner_smul_left, inner_smul_right, overlap hb hψ]
  simp [density, Matrix.mul_apply, mul_comm]

private lemma hop_apply (hb : MixedCAR b) (hψ : IsVacuum b ψ) (i : ι) :
    star (particle U V b i) (particle U V b i ψ) = (∑ k, V i k * star (V i k)) • ψ
      + ∑ l, ∑ k, (star (U i l) * star (V i k)) • star (b l) (star (b k) ψ) := by
  have hs : star (particle U V b i) = ∑ l, (star (U i l) • star (b l) + V i l • b l) := by
    simp only [particle, star_sum, star_add, star_smul, star_star]
  have h1 : ∀ l, b l (particle U V b i ψ) = star (V i l) • ψ := fun l => by
    simp only [particle_vac hψ, map_sum, map_smul, create hb hψ, smul_ite, smul_zero,
      Finset.sum_ite_eq, Finset.mem_univ, if_true]
  have h2 : ∀ l, star (b l) (particle U V b i ψ)
      = ∑ k, star (V i k) • star (b l) (star (b k) ψ) := fun l => by
    simp only [particle_vac hψ, map_sum, map_smul]
  calc star (particle U V b i) (particle U V b i ψ)
      = ∑ l, (star (U i l) • star (b l) (particle U V b i ψ)
          + V i l • b l (particle U V b i ψ)) := by
        rw [hs, _root_.sum_apply]
        rfl
    _ = ∑ l, ((V i l * star (V i l)) • ψ
          + ∑ k, (star (U i l) * star (V i k)) • star (b l) (star (b k) ψ)) := by
        refine Finset.sum_congr rfl fun l _ => ?_
        rw [h1, h2, Finset.smul_sum, smul_smul]
        simp only [smul_smul]
        abel
    _ = _ := by rw [Finset.sum_add_distrib, Finset.sum_smul]

/-- On the quasiparticle vacuum, `N` gives `tr ρ` times the vacuum plus a
two-quasiparticle vector with amplitudes `Uᴴ conj V`. -/
theorem number_apply (hb : MixedCAR b) (hψ : IsVacuum b ψ) :
    number U V b ψ = (density V).trace • ψ + pairState b ψ (pairAmp U V) := by
  have hN : number U V b ψ = ∑ i, star (particle U V b i) (particle U V b i ψ) := by
    simp only [number, _root_.sum_apply]
    rfl
  rw [hN, Finset.sum_congr rfl fun i _ => hop_apply hb hψ i, Finset.sum_add_distrib,
    ← Finset.sum_smul]
  congr 1
  · congr 1
    refine Finset.sum_congr rfl fun i _ => ?_
    rw [Matrix.diag_apply, density, Matrix.mul_apply]
    exact Finset.sum_congr rfl fun k _ => mul_comm _ _
  · -- collect the sum over particle modes into the matrix product
    rw [Finset.sum_comm]
    refine Finset.sum_congr rfl fun l _ => ?_
    rw [Finset.sum_comm]
    refine Finset.sum_congr rfl fun k _ => ?_
    rw [pairAmp, Matrix.mul_apply, Finset.sum_smul]
    rfl

/-- For antisymmetric amplitudes `A`, the two-quasiparticle vector built on the quasiparticle
vacuum has squared norm `2 tr(Aᴴ A)`. -/
theorem pairState_norm (hb : MixedCAR b) (hψ : IsVacuum b ψ) {A : Matrix ι ι ℂ}
    (hA : Aᵀ = -A) :
    inner ℂ (pairState b ψ A) (pairState b ψ A) = 2 * (Aᴴ * A).trace := by
  have h4 : ∀ l k p q, inner ℂ (star (b l) (star (b k) ψ)) (star (b p) (star (b q) ψ))
      = (if k = q then if l = p then (1 : ℂ) else 0 else 0)
        - (if l = q then if k = p then 1 else 0 else 0) := by
    intro l k p q
    rw [star_left, car_apply hb, create hb hψ, inner_sub_right]
    congr 1
    · by_cases h : l = p
      · simp only [if_pos h, overlap hb hψ]
      · simp only [if_neg h, inner_zero_right, ite_self]
    · by_cases h : l = q
      · simp only [if_pos h, overlap hb hψ]
      · simp only [if_neg h, map_zero, inner_zero_right]
  have h2 : ∀ l k, inner ℂ (star (b l) (star (b k) ψ)) (pairState b ψ A) = 2 * A l k := by
    intro l k
    have ha : A k l = -A l k := congrFun (congrFun hA l) k
    simp only [pairState, inner_sum, inner_smul_right, h4, mul_sub, Finset.sum_sub_distrib,
      mul_ite, mul_one, mul_zero, Finset.sum_ite_eq, Finset.mem_univ, if_true]
    rw [ha]
    ring
  conv_lhs => arg 2; rw [pairState]
  simp only [sum_inner, inner_smul_left, h2]
  rw [Finset.sum_comm, Matrix.trace, Finset.mul_sum]
  refine Finset.sum_congr rfl fun k _ => ?_
  rw [Matrix.diag_apply, Matrix.mul_apply, Finset.mul_sum]
  refine Finset.sum_congr rfl fun l _ => ?_
  rw [Matrix.conjTranspose_apply, starRingEnd_apply]
  ring

private lemma conj_anti (h : IsBogoliubov U V) :
    Vᴴ * U.map star + Uᴴ * V.map star = 0 := by
  have := congrArg conjTranspose h.anti
  rw [conjTranspose_add, conjTranspose_mul, conjTranspose_mul, conjTranspose_zero] at this
  exact this

private lemma pairAmp_anti (h : IsBogoliubov U V) : (pairAmp U V)ᵀ = -pairAmp U V := by
  rw [pairAmp, transpose_mul]
  exact eq_neg_of_add_eq_zero_left (conj_anti h)

/-- For a Bogoliubov transformation, `U Uᴴ + ρ = 1`. -/
theorem completeness (h : IsBogoliubov U V) : U * Uᴴ + density V = 1 := by
  have h22 : Uᵀ * U.map star + Vᵀ * V.map star = 1 := by
    have := congrArg transpose h.norm
    rw [transpose_add, transpose_mul, transpose_mul, transpose_one] at this
    exact this
  -- a left inverse of the square block matrix is also a right inverse
  have hW : fromBlocks Uᴴ Vᴴ Vᵀ Uᵀ * fromBlocks U (V.map star) V (U.map star) = 1 := by
    rw [fromBlocks_multiply, h.norm, add_comm (Uᴴ * _), conj_anti h, add_comm (Vᵀ * U),
      h.anti, add_comm (Vᵀ * _), h22, fromBlocks_one]
  have hW' := mul_eq_one_comm.mp hW
  rw [fromBlocks_multiply, ← fromBlocks_one] at hW'
  exact (fromBlocks_inj.mp hW').1

private lemma defect (h : IsBogoliubov U V) :
    density V - density V * density V = V.map star * (pairAmp U V)ᴴ * Uᴴ := by
  have hV : (V.map star)ᴴ = Vᵀ := by ext i j; simp
  have hU : U * Uᴴ = 1 - density V := eq_sub_of_add_eq (completeness h)
  calc density V - density V * density V = density V * (U * Uᴴ) := by rw [hU]; noncomm_ring
    _ = _ := by
      rw [pairAmp, conjTranspose_mul, hV, conjTranspose_conjTranspose, density]
      simp only [Matrix.mul_assoc]

private lemma trace_defect (h : IsBogoliubov U V) :
    (density V - density V * density V).trace = ((pairAmp U V)ᴴ * pairAmp U V).trace := by
  rw [defect h, trace_mul_cycle, trace_mul_comm (pairAmp U V)ᴴ]
  rfl

/-- In the vacuum of Bogoliubov quasiparticles the particle number has mean `tr ρ` and
variance `2 tr(ρ - ρ²)`. -/
theorem number_statistics (hb : MixedCAR b) (hψ : IsVacuum b ψ) (h : IsBogoliubov U V) :
    mean (number U V b) ψ = (density V).trace ∧
    variance (number U V b) ψ = 2 * (density V - density V * density V).trace := by
  have hm : mean (number U V b) ψ = (density V).trace := by
    simp only [mean, number, _root_.sum_apply, inner_sum]
    exact Finset.sum_congr rfl fun i _ => mean_hopping hb hψ i i
  refine ⟨hm, ?_⟩
  have h0 : inner ℂ ψ (pairState b ψ (pairAmp U V)) = 0 := by
    simp only [pairState, inner_sum, inner_smul_right, star_right, hψ.kill,
      inner_zero_left, mul_zero, Finset.sum_const_zero]
  have hs : star (number U V b) = number U V b := by
    simp only [number, star_sum, star_mul, star_star]
  -- move one factor of N to the left and insert the two-quasiparticle expansion
  have hP : inner ℂ ψ (number U V b (pairState b ψ (pairAmp U V)))
      = 2 * ((pairAmp U V)ᴴ * pairAmp U V).trace := by
    rw [← star_left, hs, number_apply hb hψ, inner_add_left, inner_smul_left, h0, mul_zero,
      zero_add, pairState_norm hb hψ (pairAmp_anti h)]
  have hNN : mean (number U V b * number U V b) ψ
      = (density V).trace * mean (number U V b) ψ
        + 2 * ((pairAmp U V)ᴴ * pairAmp U V).trace := by
    change inner ℂ ψ (number U V b (number U V b ψ)) = _
    rw [number_apply hb hψ, map_add, map_smul, inner_add_right, inner_smul_right, hP]
    rfl
  rw [variance, hNN, hm, trace_defect h]
  ring

/-- For a Bogoliubov transformation, the quasiparticle vacuum is an eigenvector of `N` with
eigenvalue `tr ρ` exactly when `ρ² = ρ`. -/
theorem number_eigenstate_iff (hb : MixedCAR b) (hψ : IsVacuum b ψ) (h : IsBogoliubov U V) :
    number U V b ψ = (density V).trace • ψ ↔ density V * density V = density V := by
  have hn := pairState_norm hb hψ (pairAmp_anti h)
  rw [number_apply hb hψ, add_eq_left]
  constructor
  · intro h0
    rw [h0, inner_zero_left] at hn
    have ht : ((pairAmp U V)ᴴ * pairAmp U V).trace = 0 := by linear_combination -hn / 2
    have hA := Matrix.trace_conjTranspose_mul_self_eq_zero_iff.mp ht
    have hd := defect h
    rw [hA, conjTranspose_zero, Matrix.mul_zero, Matrix.zero_mul] at hd
    exact (sub_eq_zero.mp hd).symm
  · intro hr
    rw [← trace_defect h, hr, sub_self, trace_zero, mul_zero] at hn
    exact inner_self_eq_zero.mp hn

/-- Two fermionic annihilation matrices in the occupation basis `00, 10, 01, 11`. -/
def twoMode : Fin 2 → Matrix (Fin 4) (Fin 4) ℂ :=
  ![!![0, 1, 0, 0; 0, 0, 0, 0; 0, 0, 0, 1; 0, 0, 0, 0],
    !![0, 0, 1, 0; 0, 0, 0, -1; 0, 0, 0, 0; 0, 0, 0, 0]]

/-- The two-mode Fock space, its empty state and a pairing transformation with amplitudes
`3/5` and `4/5` satisfy the mixed anticommutation, vacuum and Bogoliubov relations. -/
theorem number_statistics_witness :
    MixedCAR (fun k => Matrix.toEuclideanCLM (n := Fin 4) (𝕜 := ℂ) (twoMode k)) ∧
    IsVacuum (fun k => Matrix.toEuclideanCLM (n := Fin 4) (𝕜 := ℂ) (twoMode k))
      (WithLp.toLp 2 ![1, 0, 0, 0]) ∧
    IsBogoliubov !![(3 / 5 : ℂ), 0; 0, 3 / 5] !![0, (4 / 5 : ℂ); -(4 / 5), 0] := by
  refine ⟨?_, ⟨?_, ?_⟩, ⟨?_, ?_⟩⟩
  · intro k l
    have hm : twoMode k * star (twoMode l) + star (twoMode l) * twoMode k
        = if k = l then 1 else 0 := by
      ext i j
      simp only [Matrix.add_apply, Matrix.mul_apply, Matrix.star_eq_conjTranspose,
        Matrix.conjTranspose_apply, Fin.sum_univ_four]
      fin_cases k <;> fin_cases l <;> fin_cases i <;> fin_cases j <;> simp [twoMode]
    have h := congrArg (Matrix.toEuclideanCLM (n := Fin 4) (𝕜 := ℂ)) hm
    simp only [map_add, map_mul, map_star] at h
    refine h.trans ?_
    split_ifs
    · exact map_one _
    · exact map_zero _
  · simp [EuclideanSpace.norm_eq, Fin.sum_univ_succ]
  · intro k
    rw [Matrix.toEuclideanCLM_toLp]
    ext i
    fin_cases k <;> fin_cases i <;>
      simp [twoMode, Matrix.mulVec, dotProduct, Fin.sum_univ_succ]
  · have h3 : starRingEnd ℂ 3 = 3 := map_ofNat _ 3
    have h4 : starRingEnd ℂ 4 = 4 := map_ofNat _ 4
    have h5 : starRingEnd ℂ 5 = 5 := map_ofNat _ 5
    ext i j
    fin_cases i <;> fin_cases j <;>
      simp [Matrix.mul_apply, Fin.sum_univ_succ, h3, h4, h5] <;> norm_num
  · ext i j
    fin_cases i <;> fin_cases j <;> simp [Matrix.mul_apply, Fin.sum_univ_succ] <;> norm_num

end

end BogoliubovNumberFluctuation
```

```lean
#print axioms BogoliubovNumberFluctuation.number_statistics
#print axioms BogoliubovNumberFluctuation.number_eigenstate_iff
```

```
'BogoliubovNumberFluctuation.number_statistics' depends on axioms: [propext, Classical.choice, Quot.sound]
'BogoliubovNumberFluctuation.number_eigenstate_iff' depends on axioms: [propext, Classical.choice, Quot.sound]
```

## The paired state and its density matrix

The type `ι` labels the modes, `E` is the Hilbert space, and `star` is the adjoint of an operator, written † here, or the complex conjugate of a number. `MixedCAR` is the relation above. The relation b_k b_l + b_l b_k = 0 is never used, so ordinary fermions are covered as a special case. `IsVacuum` says that ψ has norm one and that every b_k annihilates it.

`IsBogoliubov` contains the two matrix conditions

Uᴴ U + Vᴴ V = 1,  Uᵀ V + Vᵀ U = 0.

For ordinary fermions they state that the transformation preserves the anticommutation relations. The operators c_i are `particle`, and N = Σ_i c_i† c_i is `number`. `mean` is ⟨ψ, Tψ⟩ and `variance` is ⟨T²⟩ − ⟨T⟩², both complex-valued by type.

The matrix `density` is defined from V alone. That it is the one-body density matrix is proved in `mean_hopping`, with the index order ⟨c_j† c_i⟩ = ρ_ij. `number_statistics` gives the mean and variance, and `number_eigenstate_iff` says that Nψ = tr(ρ) ψ exactly when ρ² = ρ.

For a finite-mode BCS or Hartree–Fock–Bogoliubov product state, the number spread can therefore be read off the one-body density matrix. The result does not cover correlated states beyond such a vacuum, thermal states or infinitely many modes, and no Hamiltonian enters.

## One pair term carries all the fluctuation

Since b_k ψ = 0, only the creation part of c_i acts on the vacuum:

c_i ψ = Σ_k conj V_ik b_k† ψ.

The vectors b_k† ψ are orthonormal by the anticommutation relation (`overlap`), so

⟨c_j† c_i⟩ = ⟨c_j ψ, c_i ψ⟩ = Σ_k V_jk conj V_ik = ρ_ij.

Setting j = i and summing gives ⟨N⟩ = tr ρ. This part does not need the Bogoliubov conditions.

For the variance, apply c_i† = Σ_l (conj U_il b_l† + V_il b_l) to c_i ψ. The b_l terms return to the vacuum and the b_l† terms create a second quasiparticle. This is `hop_apply`; summing over i gives `number_apply`:

Nψ = tr(ρ) ψ + Φ,  Φ = Σ_lk A_lk b_l† b_k† ψ,  A = Uᴴ conj V.

Moving annihilation operators to the right gives the overlaps

⟨b_l† b_k† ψ, b_p† b_q† ψ⟩ = δ_lp δ_kq − δ_lq δ_kp.

The complex conjugate of the second Bogoliubov condition makes A antisymmetric (`pairAmp_anti`). Hence the overlap of b_l† b_k† ψ with Φ is A_lk − A_kl = 2A_lk, and `pairState_norm` obtains

‖Φ‖² = 2 Σ_lk |A_lk|² = 2 tr(Aᴴ A).

Φ is orthogonal to ψ, because moving b_l† to the other side of the inner product annihilates ψ. As N is self-adjoint,

⟨N²⟩ = tr(ρ) ⟨N⟩ + ⟨ψ, NΦ⟩ = (tr ρ)² + ⟨Nψ, Φ⟩ = (tr ρ)² + 2 tr(Aᴴ A).

The variance is thus 2 tr(Aᴴ A). The Lean proof follows the same route, with `hP` evaluating ⟨ψ, NΦ⟩ and `hNN` assembling ⟨N²⟩.

## From pair amplitudes to ρ − ρ²

Collect the transformation into a block matrix W with rows (U, conj V) and (V, conj U). The Bogoliubov conditions, with their conjugates and transposes, say Wᴴ W = 1. Since W is square and finite, W Wᴴ = 1 as well; `completeness` takes this step with `mul_eq_one_comm`. The upper left block reads

U Uᴴ + ρ = 1.

Therefore, by cyclicity of the trace,

tr(Aᴴ A) = tr(Vᵀ U Uᴴ conj V) = tr(ρ U Uᴴ) = tr(ρ − ρ²).

The lemmas `defect` and `trace_defect` carry this out, which completes the variance formula.

The eigenstate criterion uses the same identities. If Nψ = tr(ρ) ψ, then Φ = 0, so tr(Aᴴ A) = 0 and A = 0. Since ρ − ρ² = conj V Aᴴ Uᴴ, it follows that ρ² = ρ. Conversely, ρ² = ρ gives ‖Φ‖² = 0, so Φ vanishes.

## A two-mode pair, and one mode that breaks the formula

`number_statistics_witness` checks every hypothesis for two fermion modes represented by 4 × 4 matrices, using entrywise case analysis. There U = (3/5) 1, and V has off-diagonal entries 4/5 and −4/5. Thus ρ = (16/25) 1, and the formulas give mean 32/25 and variance 576/625.

The condition Uᵀ V + Vᵀ U = 0 matters even for one ordinary fermion mode, with b² = 0. Take U = V = 1/√2. The first Bogoliubov condition holds, but the second would require 1 = 0. Now c = (b + b†)/√2, so

N = c† c = (b + b†)²/2 = 1/2.

Here c is self-adjoint with c² = 1/2, so it is not a fermion annihilation operator and N does not count particles. The operator N is a constant and its variance is zero, whereas ρ = 1/2 would give 2(1/2 − 1/4) = 1/2. The mean is still correct, but the variance formula fails, and so does the eigenstate criterion: ψ is an eigenvector of N although ρ² ≠ ρ.
